# For three d-level systems, 1 − P₁₂ and 1 − P₂₃ obey the Temperley–Lieb relations exactly when d ≤ 2

Consider three systems with \(d\) levels each, the levels being numbered \(0,1,\dots,d-1\). A state is given by its amplitudes \(\psi_{abc}\) in the product basis, where \(a\), \(b\), \(c\) are the levels of systems 1, 2, 3. The swaps \(P_{12}\) and \(P_{23}\) act by

\[
(P_{12}\psi)_{abc}=\psi_{bac},\qquad (P_{23}\psi)_{abc}=\psi_{acb},
\]

and from them we form

\[
e_1=1-P_{12},\qquad e_2=1-P_{23}.
\]

Products of operators are compositions, with the rightmost factor acting first. For \(d=2\) the systems are spins 1/2, level 0 being spin up and level 1 spin down. In that case \(e_1\) is twice the projector onto the singlet of spins 1 and 2, or \(e_1=\tfrac12-2\,\mathbf S_1\cdot\mathbf S_2\) with \(\hbar=1\), and \(e_2\) is the same for spins 2 and 3.

The Temperley–Lieb relations for two generators, with loop value 2, are

\[
e_i^2=2e_i,\qquad e_1e_2e_1=e_1,\qquad e_2e_1e_2=e_2 .
\]

The quadratic relations hold for every \(d\). Each of the two cubic relations holds if and only if \(d\le 2\). Three spins 1/2 therefore satisfy the whole set, while on three copies of \(\mathbb C^3\) the relation \(e_1e_2e_1=e_1\) fails.

## The antisymmetriser as the defect

Write \(P=P_{12}\) and \(Q=P_{23}\). Exchanging the same two systems twice changes nothing, so \(P^2=Q^2=1\). Both \(PQP\) and \(QPQ\) exchange systems 1 and 3: each sends \(\psi_{abc}\) to \(\psi_{cba}\). Hence \(QPQ=PQP\), the braid relation.

The quadratic relation follows at once:

\[
e_1^2=(1-P)^2=1-2P+P^2=2-2P=2e_1,
\]

and likewise for \(e_2\). For the cubic product,

\[
\begin{aligned}
e_1e_2e_1&=(1-P)(1-Q)(1-P)\\
&=1-2P+P^2-Q+PQ+QP-PQP\\
&=(1-P)+(1-P-Q+PQ+QP-PQP).
\end{aligned}
\]

The first bracket is \(e_1\). The second,

\[
A=1-P-Q+PQ+QP-PQP,
\]

is the signed sum over the six permutations of the three systems, that is, the antisymmetriser without its factor \(1/6\). Exchanging the roles of \(P\) and \(Q\) gives \(e_2e_1e_2=e_2+(1-Q-P+QP+PQ-QPQ)\), and the braid relation turns the bracket into the same \(A\). So

\[
e_1e_2e_1=e_1+A,\qquad e_2e_1e_2=e_2+A,
\]

and each cubic relation holds exactly when \(A=0\).

In amplitudes,

\[
(A\psi)_{abc}=\psi_{abc}-\psi_{bac}-\psi_{acb}+\psi_{bca}+\psi_{cab}-\psi_{cba}.
\]

If \(d\le2\), two of the three indices must be equal. For \(a=b\) the expression becomes

\[
\psi_{aac}-\psi_{aac}-\psi_{aca}+\psi_{aca}+\psi_{caa}-\psi_{caa}=0,
\]

and the terms cancel in pairs in the same way for \(b=c\) and for \(a=c\). If \(d\ge3\), take the product state whose only nonzero amplitude is \(\psi_{012}=1\). Then \((A\psi)_{012}=1\), because the other five terms are amplitudes at rearranged indices and vanish. Hence \(A\ne0\).

Physically, a totally antisymmetric state of three systems needs three different levels to fill, and a spin 1/2 offers only two.

## Moving a singlet bond

For \(d=2\), let \(s_{01}=1\), \(s_{10}=-1\), \(s_{00}=s_{11}=0\). This is the singlet multiplied by \(\sqrt2\). Let \(v\) be the state of the remaining spin, and define two states of the three spins,

\[
\beta^{12}_{abc}=s_{ab}v_c,\qquad \beta^{23}_{abc}=v_as_{bc}.
\]

Since \(s_{ba}=-s_{ab}\), the operator \(e_1\) doubles the first:

\[
(e_1\beta^{12})_{abc}=s_{ab}v_c-s_{ba}v_c=2\beta^{12}_{abc}.
\]

For the second we need the identity

\[
v_as_{bc}+v_bs_{ca}+v_cs_{ab}=0 .
\]

Its left side changes sign when any two indices are exchanged, so it vanishes when two of them are equal, and with two levels two of them always are. Therefore

\[
(e_1\beta^{23})_{abc}=v_as_{bc}-v_bs_{ac}=v_as_{bc}+v_bs_{ca}=-v_cs_{ab}=-\beta^{12}_{abc}.
\]

The same two facts give \(e_2\beta^{23}=2\beta^{23}\) and \(e_2\beta^{12}=-\beta^{23}\). Both bond states have norm \(\sqrt2\,\lVert v\rVert\), so for \(v\neq0\) the four equations keep the same coefficients when the states are normalised.

In valence-bond treatments of a three-spin open chain with isotropic nearest-neighbour exchange, these rules give the action of each exchange term on the bond states without expanding them in the product basis.

## States and swaps in Lean

```lean
import Mathlib

namespace SwapTemperleyLieb
```

The state space is the space of all complex-valued functions of three indices.

```lean
/-- States of three `d`-level systems, given by their amplitudes in the product basis. -/
abbrev States (d : ℕ) := Fin d → Fin d → Fin d → ℂ
```

`Fin d` is the set of levels \(0,\dots,d-1\), and `States d` stands for \((\mathbb C^d)^{\otimes3}\) written in components. No normalisation is imposed and no inner product is used, so the theorems are purely algebraic: they do not state that the operators are Hermitian or that \(e_i/2\) is an orthogonal projector. The value of \(d\) is arbitrary. For \(d=1\) both swaps are the identity and \(e_1=e_2=0\); for \(d=0\) the space contains only the zero vector.

```lean
/-- The operator `P12` that exchanges the first and second systems. -/
def P12 (d : ℕ) : Module.End ℂ (States d) where
  toFun ψ := fun a b c => ψ b a c
  map_add' _ _ := rfl
  map_smul' _ _ := rfl

/-- The operator `P23` that exchanges the second and third systems. -/
def P23 (d : ℕ) : Module.End ℂ (States d) where
  toFun ψ := fun a b c => ψ a c b
  map_add' _ _ := rfl
  map_smul' _ _ := rfl
```

`Module.End ℂ (States d)` is the type of linear operators on the state space. Each swap is given by its action on amplitudes, together with the two linearity conditions, which hold by definition. In this type `*` is composition and `1` is the identity operator.

```lean
/-- The operator `e1 = 1 - P12`. -/
def e1 (d : ℕ) : Module.End ℂ (States d) := 1 - P12 d

/-- The operator `e2 = 1 - P23`. -/
def e2 (d : ℕ) : Module.End ℂ (States d) := 1 - P23 d
```

The operator \(A\) is written through the neighbour swaps, exactly as it came out of the expansion.

```lean
/-- The unnormalised antisymmetriser: the signed sum of all six permutations
of the three systems, written through the two neighbour swaps. -/
def antisym (d : ℕ) : Module.End ℂ (States d) :=
  1 - P12 d - P23 d + P12 d * P23 d + P23 d * P12 d - P12 d * P23 d * P12 d
```

## Expanding the products

The relations between the swaps come first.

```lean
/-- Each swap squares to the identity, and the two swaps obey the braid relation. -/
theorem swap_relations (d : ℕ) :
    P12 d * P12 d = 1 ∧ P23 d * P23 d = 1 ∧
      P23 d * P12 d * P23 d = P12 d * P23 d * P12 d :=
  ⟨LinearMap.ext fun _ => rfl, LinearMap.ext fun _ => rfl, LinearMap.ext fun _ => rfl⟩
```

Two operators are equal if they agree on every state, which is what `LinearMap.ext` says. On a given state both sides are the same rearrangement of indices, so `rfl` is enough.

```lean
/-- For any number of levels, `e1` and `e2` square to twice themselves. -/
theorem e_sq (d : ℕ) :
    e1 d * e1 d = (2 : ℂ) • e1 d ∧ e2 d * e2 d = (2 : ℂ) • e2 d := by
  obtain ⟨hP, hQ, -⟩ := swap_relations d
  constructor
  · simp only [e1, mul_sub, sub_mul, one_mul, mul_one, hP]
    module
  · simp only [e2, mul_sub, sub_mul, one_mul, mul_one, hQ]
    module
```

Here `(2 : ℂ) • e1 d` is the operator \(2e_1\). The `simp only` step multiplies out the brackets and replaces the squared swap by 1; `module` then collects \(1-P-P+1\) into \(2(1-P)\).

```lean
/-- For any number of levels, the triple products `e1 e2 e1` and `e2 e1 e2` differ
from `e1` and `e2` by the same operator, the unnormalised antisymmetriser. -/
theorem triple_products (d : ℕ) :
    e1 d * e2 d * e1 d = e1 d + antisym d ∧
      e2 d * e1 d * e2 d = e2 d + antisym d := by
  obtain ⟨hP, hQ, hB⟩ := swap_relations d
  constructor
  · simp only [e1, e2, antisym, mul_sub, sub_mul, one_mul, mul_one, hP]
    abel
  · -- the braid relation brings the cubic term to the same form
    simp only [e1, e2, antisym, mul_sub, sub_mul, one_mul, mul_one, hQ, hB]
    abel
```

This theorem contains both cubic expansions. The hypotheses `hP` and `hQ` remove the squares, and `abel` compares the remaining signed sums. In the second half `hB` rewrites \(QPQ\) as \(PQP\), which is why one operator `antisym d` serves for both products.

## When the antisymmetriser vanishes

```lean
/-- The amplitudes of an antisymmetrised state are the signed sum of the original
amplitudes over all orderings of the three levels. -/
theorem antisym_apply (d : ℕ) (ψ : States d) (a b c : Fin d) :
    antisym d ψ a b c =
      ψ a b c - ψ b a c - ψ a c b + ψ b c a + ψ c a b - ψ c b a := rfl
```

This is the six-term amplitude formula. The order of composition matters for the two cyclic terms: `P12 d * P23 d` produces `ψ b c a`, and `P23 d * P12 d` produces `ψ c a b`.

```lean
/-- The antisymmetriser of three systems vanishes exactly when each system
has at most two levels. -/
theorem antisym_eq_zero_iff (d : ℕ) : antisym d = 0 ↔ d ≤ 2 := by
  constructor
  · intro h
    by_contra hd
    -- test on the product state with levels 0, 1, 2
    have h1 : antisym d
        (fun a b c => if a.val = 0 ∧ b.val = 1 ∧ c.val = 2 then 1 else 0)
        ⟨0, by omega⟩ ⟨1, by omega⟩ ⟨2, by omega⟩ = 0 := by
      rw [h]
      rfl
    rw [antisym_apply] at h1
    norm_num at h1
  · intro hd
    refine LinearMap.ext fun ψ => ?_
    funext a b c
    rw [antisym_apply]
    change _ = (0 : ℂ)
    -- with at most two levels, two of the three indices coincide
    have habc : a = b ∨ b = c ∨ a = c := by
      have ha := a.isLt
      have hb := b.isLt
      have hc := c.isLt
      simp only [Fin.ext_iff]
      omega
    rcases habc with rfl | rfl | rfl <;> ring
```

The first half assumes \(A=0\) and, for contradiction, \(d>2\). The function inside `h1` is the product state with levels 0, 1, 2, and `omega` confirms that these three levels exist. Evaluating at the indices \((0,1,2)\) gives 0 by the assumption and 1 by the amplitude formula, and `norm_num` finds the contradiction.

The second half fixes a state and three indices. From the bounds on the indices, `omega` derives that two of them coincide, and in each of the three cases `ring` carries out the pairwise cancellation.

## The cubic relations and the two special cases

```lean
/-- For three `d`-level systems, each of the cubic Temperley-Lieb relations
`e1 e2 e1 = e1` and `e2 e1 e2 = e2` holds if and only if `d ≤ 2`. -/
theorem temperley_lieb_iff (d : ℕ) :
    (e1 d * e2 d * e1 d = e1 d ↔ d ≤ 2) ∧
      (e2 d * e1 d * e2 d = e2 d ↔ d ≤ 2) := by
  obtain ⟨h1, h2⟩ := triple_products d
  constructor
  · rw [h1, add_eq_left, antisym_eq_zero_iff]
  · rw [h2, add_eq_left, antisym_eq_zero_iff]
```

The statement contains two separate equivalences, so the failure for \(d\ge3\) affects each cubic relation individually. The proof replaces \(e_1e_2e_1\) by \(e_1+A\), uses `add_eq_left` to reduce \(e_1+A=e_1\) to \(A=0\), and applies the criterion for the antisymmetriser.

```lean
/-- For three spins 1/2, `e1` and `e2` obey the Temperley-Lieb relations
`ei² = 2 ei`, `e1 e2 e1 = e1` and `e2 e1 e2 = e2`. -/
theorem spin_half_temperley_lieb :
    e1 2 * e1 2 = (2 : ℂ) • e1 2 ∧ e2 2 * e2 2 = (2 : ℂ) • e2 2 ∧
      e1 2 * e2 2 * e1 2 = e1 2 ∧ e2 2 * e1 2 * e2 2 = e2 2 :=
  ⟨(e_sq 2).1, (e_sq 2).2, (temperley_lieb_iff 2).1.mpr le_rfl,
    (temperley_lieb_iff 2).2.mpr le_rfl⟩
```

For \(d=2\) all four relations hold. The operators thus represent the two-generator Temperley–Lieb algebra at loop value 2 on the states of three spins 1/2. The theorem does not address longer chains, where generators on distant pairs must also commute, or whether the representation is faithful.

```lean
/-- For three three-level systems the relation `e1 e2 e1 = e1` fails. -/
theorem three_level_fails : e1 3 * e2 3 * e1 3 ≠ e1 3 := by
  intro h
  have h3 := (temperley_lieb_iff 3).1.mp h
  omega
```

For \(d=3\) the equivalence would require \(3\le2\). The result concerns the operators built from swaps, and it does not exclude other operators on three copies of \(\mathbb C^3\) that satisfy relations of Temperley–Lieb type.

## Singlet bonds in Lean

```lean
/-- The amplitudes of the unnormalised singlet of two spins 1/2. -/
def singlet : Matrix (Fin 2) (Fin 2) ℂ := !![0, 1; -1, 0]
```

The matrix entry `singlet a b` is \(s_{ab}\), the amplitude for the first spin of the bond in level \(a\) and the second in level \(b\). Dividing by \(\sqrt2\) gives the normalised singlet. The sign fixes an orientation: each bond runs from the lower-numbered spin to the higher-numbered one, and the minus signs in the rules below depend on this choice.

```lean
/-- A singlet bond between spins 1 and 2, with spin 3 in the state `v`. -/
def bond12 (v : Fin 2 → ℂ) : States 2 := fun a b c => singlet a b * v c

/-- A singlet bond between spins 2 and 3, with spin 1 in the state `v`. -/
def bond23 (v : Fin 2 → ℂ) : States 2 := fun a b c => v a * singlet b c
```

These are \(\beta^{12}\) and \(\beta^{23}\), with an arbitrary vector `v` for the spin outside the bond.

```lean
/-- For spins 1/2, `e1` doubles a bond on spins 1 and 2 and turns a bond on spins
2 and 3 into minus the bond on spins 1 and 2, the free spin state `v` being carried along. -/
theorem e1_on_bonds (v : Fin 2 → ℂ) :
    e1 2 (bond12 v) = (2 : ℂ) • bond12 v ∧ e1 2 (bond23 v) = -bond12 v := by
  constructor
  · funext a b c
    change bond12 v a b c - bond12 v b a c = 2 * bond12 v a b c
    fin_cases a <;> fin_cases b <;> simp [bond12, singlet] <;> ring
  · funext a b c
    change bond23 v a b c - bond23 v b a c = -bond12 v a b c
    fin_cases a <;> fin_cases b <;> fin_cases c <;> simp [bond12, bond23, singlet]
```

In both parts `change` writes out the action of \(e_1\) on the amplitudes. Where the derivation above used antisymmetry and the three-term identity, the proof checks the possible index values: `fin_cases` splits each listed index into 0 and 1, and `simp`, with `ring` where needed, settles each case. In the first part the index `c` stays general, because it enters only through the common factor `v c`.

```lean
/-- For spins 1/2, `e2` doubles a bond on spins 2 and 3 and turns a bond on spins
1 and 2 into minus the bond on spins 2 and 3, the free spin state `v` being carried along. -/
theorem e2_on_bonds (v : Fin 2 → ℂ) :
    e2 2 (bond23 v) = (2 : ℂ) • bond23 v ∧ e2 2 (bond12 v) = -bond23 v := by
  constructor
  · funext a b c
    change bond23 v a b c - bond23 v a c b = 2 * bond23 v a b c
    fin_cases b <;> fin_cases c <;> simp [bond23, singlet] <;> ring
  · funext a b c
    change bond12 v a b c - bond12 v a c b = -bond23 v a b c
    fin_cases a <;> fin_cases b <;> fin_cases c <;> simp [bond12, bond23, singlet]

end SwapTemperleyLieb
```

The rules for \(e_2\) are checked in the same way. Together the two theorems show the cubic relation at work on a bond: \(e_1\) sends \(\beta^{12}\) to \(2\beta^{12}\), \(e_2\) sends that to \(-2\beta^{23}\), and \(e_1\) returns \(2\beta^{12}\), which is \(e_1\beta^{12}\) again.

```lean
#print axioms SwapTemperleyLieb.temperley_lieb_iff
-- 'SwapTemperleyLieb.temperley_lieb_iff' depends on axioms: [propext, Classical.choice, Quot.sound]
#print axioms SwapTemperleyLieb.spin_half_temperley_lieb
-- 'SwapTemperleyLieb.spin_half_temperley_lieb' depends on axioms: [propext, Classical.choice, Quot.sound]
#print axioms SwapTemperleyLieb.e1_on_bonds
-- 'SwapTemperleyLieb.e1_on_bonds' depends on axioms: [propext, Classical.choice, Quot.sound]
#print axioms SwapTemperleyLieb.e2_on_bonds
-- 'SwapTemperleyLieb.e2_on_bonds' depends on axioms: [propext, Classical.choice, Quot.sound]
```
